# The Hankel quadratic form of spectral moments is a weighted sum of squared polynomials at the poles

Take a finite set of real poles e_k with real weights a_k, which need be neither positive nor normalised, and let the moment of order j be the sum of a_k e_k^j. The n × n Hankel matrix has as its (i, j) entry the moment of order i + j + s, with indices counted from zero. The lemma says that its quadratic form in a real vector x equals the sum over k of a_k e_k^s p(e_k)², where p is the polynomial whose coefficients are the entries of x. The attempt expands the form into a triple sum, moves the sum over poles to the outside, and then matches the two sides pole by pole.

The first attempt, which Lean rejects:

```lean
import Mathlib

open Matrix Polynomial

namespace LehmannHankelMoments

noncomputable section

variable {ι : Type*} [Fintype ι]

/-- The spectral moment of order `j`. -/
def moment (a e : ι → ℝ) (j : ℕ) : ℝ := ∑ k, a k * e k ^ j

/-- The `n × n` Hankel matrix of the moments, with all orders raised by `s`. -/
def hankel (a e : ι → ℝ) (s n : ℕ) : Matrix (Fin n) (Fin n) ℝ :=
  Matrix.of fun i j => moment a e ((i : ℕ) + (j : ℕ) + s)

/-- The quadratic form of the Hankel matrix is a spectral sum of squared polynomials
evaluated at the poles. -/
theorem hankel_form (a e : ι → ℝ) (s n : ℕ) (x : Fin n → ℝ) :
    x ⬝ᵥ (hankel a e s n *ᵥ x)
      = ∑ k, a k * e k ^ s * (∑ i, x i * e k ^ (i : ℕ)) ^ 2 := by
  calc x ⬝ᵥ (hankel a e s n *ᵥ x)
      = ∑ i, ∑ j, ∑ k, x i * (a k * e k ^ ((i : ℕ) + (j : ℕ) + s) * x j) := by
        simp only [dotProduct, Matrix.mulVec, hankel, Matrix.of_apply, moment,
          Finset.mul_sum, Finset.sum_mul]
    _ = ∑ k, ∑ i, ∑ j, x i * (a k * e k ^ ((i : ℕ) + (j : ℕ) + s) * x j) :=
        (Finset.sum_congr rfl fun i _ => Finset.sum_comm).trans Finset.sum_comm
    _ = _ := by
        refine Finset.sum_congr rfl fun k _ => ?_
        rw [sq, Finset.sum_mul_sum, Finset.mul_sum]
        refine Finset.sum_congr rfl fun i _ => ?_
        rw [Finset.mul_sum]
        refine Finset.sum_congr rfl fun j _ => ?_
        ring

end

end LehmannHankelMoments
```

Compiling this gives:

```
Main.lean:24:15: error(lean.synthInstanceFailed): failed to synthesize instance of type class
  Fintype ℕ

Hint: Adding the command `deriving instance Fintype for Nat` may allow Lean to derive the missing instance.
Main.lean:24:70: error: Application type mismatch: The argument
  j
has type
  ℕ
but is expected to have type
  Fin n
in the application
  x j
Main.lean:27:20: error(lean.synthInstanceFailed): failed to synthesize instance of type class
  Fintype ℕ

Hint: Adding the command `deriving instance Fintype for Nat` may allow Lean to derive the missing instance.
Main.lean:27:70: error: Application type mismatch: The argument
  j
has type
  ℕ
but is expected to have type
  Fin n
in the application
  x j
Main.lean:24:76: error: unsolved goals
ι : Type u_1
inst✝ : Fintype ι
a e : ι → ℝ
s n : ℕ
x : Fin n → ℝ
⊢ ∑ x_1, ∑ x_2, ∑ i, x x_1 * (a i * e i ^ (↑x_1 + ↑x_2 + s) * x x_2) =
    ∑ i, ∑ j, ∑ k, x i * (a k * e k ^ (↑i + j + s) * x sorry)
```

Cause. In both triple sums the binder `j` has no type, and Lean first meets it in `(j : ℕ)`. With the type still open, that ascription does not coerce `j` from `Fin n`; it settles `j` as a natural number. The sum over `j` then needs `Fintype ℕ`, which does not exist as ℕ is infinite, so the hint is no help. Next, `x j` is rejected because `x` takes an argument in `Fin n`. These two errors occur once in each sum.

The unsolved goal is a consequence: `simp only` has brought the left side to the intended form, but the right side has a natural number `j` and a `sorry` in place of the rejected argument.

Writing `∑ j : Fin n` in both places fixes the type first, so `(j : ℕ)` becomes a coercion and `x j` is well typed. The same annotation on `i` is mere tidying, since `x i` comes before `(i : ℕ)` and already makes `i` an element of `Fin n`.

Fix (accepted with no message):

```diff
@@ -22,8 +22,8 @@
       = ∑ k, a k * e k ^ s * (∑ i, x i * e k ^ (i : ℕ)) ^ 2 := by
   calc x ⬝ᵥ (hankel a e s n *ᵥ x)
-      = ∑ i, ∑ j, ∑ k, x i * (a k * e k ^ ((i : ℕ) + (j : ℕ) + s) * x j) := by
+      = ∑ i : Fin n, ∑ j : Fin n, ∑ k, x i * (a k * e k ^ ((i : ℕ) + (j : ℕ) + s) * x j) := by
         simp only [dotProduct, Matrix.mulVec, hankel, Matrix.of_apply, moment,
           Finset.mul_sum, Finset.sum_mul]
-    _ = ∑ k, ∑ i, ∑ j, x i * (a k * e k ^ ((i : ℕ) + (j : ℕ) + s) * x j) :=
+    _ = ∑ k, ∑ i : Fin n, ∑ j : Fin n, x i * (a k * e k ^ ((i : ℕ) + (j : ℕ) + s) * x j) :=
         (Finset.sum_congr rfl fun i _ => Finset.sum_comm).trans Finset.sum_comm
     _ = _ := by
```
